# Gaussian packets obeying Heller's equations solve the one-dimensional Schrödinger equation exactly in a quadratic potential

A particle is released in a harmonic well as a Gaussian packet, displaced from the minimum. I follow it with Heller's equations: the centre $q$ and momentum $p$ move as a classical particle would, and two complex numbers $\alpha$ and $g$ take care of the width and the phase. No $\hbar$ appears in the equations for $q$, $p$ and $\alpha$, so I expected an approximation that gets better as $\hbar\to0$. Yet I keep reading that the result is exact here. How can that be? And when I match powers of $x-q$, I get three equations for four unknown rates. Is the classical motion of the centre really forced, or is it just a convenient choice?

## Three powers of $x-q$ and one complex equation that counts twice

It is exact for any potential that is quadratic in $x$, even with time-dependent coefficients, and the classical motion is forced as long as $\operatorname{Im}\alpha\neq0$.

Write $\xi=x-q(t)$ and take

$$\psi=\exp\!\Big[\tfrac{i}{\hbar}\big(\alpha\xi^2+p\,\xi+g\big)\Big],\qquad V(x,t)=a(t)+b(t)x+\tfrac12c(t)x^2,$$

with $q,p,a,b,c$ real and $\alpha,g$ complex. Primes denote time derivatives, and subscripts $x$ denote space derivatives. Since $\xi'=-q'$ at fixed $x$,

$$\partial_t\psi=\tfrac{i}{\hbar}S\psi,\qquad S=\alpha'\xi^2-2\alpha\xi q'+p'\xi-pq'+g'.$$

In space, with $P=2\alpha\xi+p$,

$$\partial_x\psi=\tfrac{i}{\hbar}P\psi,\qquad \partial_x^2\psi=\Big[\tfrac{2i\alpha}{\hbar}-\tfrac{P^2}{\hbar^2}\Big]\psi .$$

Insert these into $i\hbar\,\partial_t\psi=-\frac{\hbar^2}{2m}\partial_x^2\psi+V\psi$. The left side is $-S\psi$, and the kinetic term is $\big(-\frac{i\hbar\alpha}{m}+\frac{P^2}{2m}\big)\psi$. An exponential never vanishes, so we may divide by $\psi$:

$$S+\frac{P^2}{2m}+V-\frac{i\hbar\alpha}{m}=0 .$$

This is a Hamilton–Jacobi equation with one additional term, $i\hbar\alpha/m$. That term does not depend on $x$, so $g$ can absorb it completely. This is why $\hbar$ appears only in the equation for $g$, and why nothing has to be small.

Now expand $V=V(q)+V_x(q)\xi+\frac12V_{xx}\xi^2$, which is exact here, with $V_x(q)=b+cq$ and $V_{xx}=c$. The coefficients of $\xi^2$, $\xi$ and $1$ are

$$\alpha'+\frac{2\alpha^2}{m}+\frac{V_{xx}}2=0,$$

$$2\alpha\Big(\frac pm-q'\Big)+\big(p'+V_x(q)\big)=0,$$

$$g'-pq'+\frac{p^2}{2m}+V(q)-\frac{i\hbar\alpha}{m}=0 .$$

Heller's equations satisfy all three:

$$q'=\frac pm,\quad p'=-V_x(q),\quad \alpha'=-\frac{2\alpha^2}m-\frac{V_{xx}}2,\quad g'=\frac{i\hbar\alpha}m+\frac{p^2}{2m}-V(q).$$

Conversely, the middle equation is complex while both brackets in it are real. Its imaginary part is $2\operatorname{Im}\alpha\,(p/m-q')=0$, so $\operatorname{Im}\alpha\neq0$ gives $q'=p/m$, and what remains gives $p'=-V_x(q)$. That is the fourth equation you were missing. If $\alpha$ is real, the same equation is a single real condition on two rates. The modulus of $\psi$ is then constant in $x$ and marks no centre.

## What is assumed about the packet and the potential

In the Lean file below, `quadraticPotential a b c` is $V$, with time as the first argument, and `packet` is $\psi$. The functions `a`, `b`, `c` are arbitrary real functions of time. The letter `α` is the coefficient of $\xi^2$ inside $(i/\hbar)(\dots)$, not an inverse squared width; for $\operatorname{Im}\alpha/\hbar>0$ the position variance is $\hbar/(4\operatorname{Im}\alpha)$.

`SchrodingerAt` says that the required time and space derivatives exist and satisfy the Schrödinger equation at one time and one position. `HellerAt` collects the four equations of motion at one time, with the velocity law written as $mq'=p$ and the force and curvature taken as derivatives of $V$ at $q$.

- `heller_solves_schrodinger`: if $\hbar$ and $m$ are nonzero and Heller's equations hold at time $t$, the packet satisfies the Schrödinger equation at $t$ for every $x$.
- `heller_of_schrodinger`: conversely, if $\hbar$, $m$ and $\operatorname{Im}\alpha(t)$ are nonzero and the four parameters are differentiable at $t$, a packet satisfying the Schrödinger equation at $t$ for every $x$ obeys Heller's equations there.
- `heller_witness`: for $m\neq0$, the special case of your packet that starts at rest with the width of the ground state obeys Heller's equations at every time. It has $V=\frac12m\omega^2x^2$, $q=q_0\cos\omega t$, $p=-m\omega q_0\sin\omega t$, $\alpha=im\omega/2$ and $g=-\frac12m\omega q_0^2\sin\omega t\cos\omega t-\frac12\hbar\omega t$.

Neither the signs of $\hbar$ and $m$ nor normalisability is assumed. For $\hbar,m,\omega>0$ the packet in the last item has squared norm $\sqrt{\pi\hbar/(m\omega)}$, so the normalised state is $(m\omega/\pi\hbar)^{1/4}\psi$. This constant factor can be put into $g$ without changing the equations of motion. The theorems take the parameter functions as given; they do not construct solutions of the equations of motion from initial data.

In simulations of nuclear motion, the same equations are used to move a packet over an anharmonic surface, with $V$ replaced by its second-order expansion about the moving centre. For a single packet in one dimension, that replacement potential is itself quadratic with time-dependent coefficients, so the packet solves its Schrödinger equation exactly. The step from there to the true surface is the approximation, and no bound on its error is given here.

```lean
import Mathlib

open Complex (I)

namespace HellerWavePacket

noncomputable section

/-- The real potential `V(x,t) = a(t) + b(t) x + c(t) x² / 2`, quadratic in position. -/
def quadraticPotential (a b c : ℝ → ℝ) (t x : ℝ) : ℝ :=
  a t + b t * x + c t / 2 * x ^ 2

/-- The Gaussian packet `exp((i/ħ)(α (x-q)² + p (x-q) + g))`, for `ħ ≠ 0`. -/
def packet (ħ : ℝ) (q p : ℝ → ℝ) (α g : ℝ → ℂ) (t x : ℝ) : ℂ :=
  Complex.exp (I / ħ * (α t * ((x : ℂ) - q t) ^ 2 + p t * ((x : ℂ) - q t) + g t))

/-- The wave function `ψ` has the required derivatives and satisfies
`iħ ∂ψ/∂t = -(ħ²/2m) ∂²ψ/∂x² + V ψ` at time `t` and position `x`, for `m ≠ 0`. -/
def SchrodingerAt (ħ m : ℝ) (V : ℝ → ℝ → ℝ) (ψ : ℝ → ℝ → ℂ) (t x : ℝ) : Prop :=
  ∃ (ψt : ℂ) (ψx : ℝ → ℂ) (ψxx : ℂ),
    HasDerivAt (fun s => ψ s x) ψt t ∧ (∀ y, HasDerivAt (ψ t) (ψx y) y) ∧
    HasDerivAt ψx ψxx x ∧
    I * ħ * ψt = -(ħ : ℂ) ^ 2 / (2 * m) * ψxx + V t x * ψ t x

/-- Heller's equations of motion at time `t`, for `m ≠ 0`: `m q' = p`, `p' = -V_x(q)`,
`α' = -2α²/m - V_xx(q)/2` and `g' = iħα/m + p²/(2m) - V(q)`. -/
structure HellerAt (ħ m : ℝ) (V : ℝ → ℝ → ℝ) (q p : ℝ → ℝ) (α g : ℝ → ℂ)
    (t : ℝ) : Prop where
  velocity : ∃ v, HasDerivAt q v t ∧ m * v = p t
  force : HasDerivAt p (-deriv (V t) (q t)) t
  width : HasDerivAt α (-2 * α t ^ 2 / m - (deriv (deriv (V t)) (q t) : ℝ) / 2) t
  phase : HasDerivAt g (I * ħ * α t / m + ((p t ^ 2 / (2 * m) - V t (q t) : ℝ) : ℂ)) t

/-- The quadratic potential has slope `b + c x` and curvature `c`. -/
theorem quadraticPotential_derivs (a b c : ℝ → ℝ) (t x : ℝ) :
    deriv (quadraticPotential a b c t) x = b t + c t * x ∧
    deriv (deriv (quadraticPotential a b c t)) x = c t := by
  have h : ∀ y, HasDerivAt (quadraticPotential a b c t) (b t + c t * y) y := by
    intro y
    have h2 : HasDerivAt (fun z : ℝ => z ^ 2) (2 * y) y := by
      simpa using hasDerivAt_pow 2 y
    exact ((((hasDerivAt_id y).const_mul (b t)).const_add (a t)).fun_add
      (h2.const_mul (c t / 2))).congr_deriv (by ring)
  have d : deriv (quadraticPotential a b c t) = fun y => b t + c t * y :=
    funext fun y => (h y).deriv
  refine ⟨(h x).deriv, ?_⟩
  rw [d]
  exact ((((hasDerivAt_id x).const_mul (c t)).const_add (b t)).congr_deriv
    (mul_one _)).deriv

/-- The time derivative of the packet at fixed position, when its four parameters have
derivatives `q'`, `p'`, `α'`, `g'`. -/
theorem packet_time {ħ t q' p' : ℝ} {q p : ℝ → ℝ} {α g : ℝ → ℂ} {α' g' : ℂ}
    (hq : HasDerivAt q q' t) (hp : HasDerivAt p p' t)
    (hα : HasDerivAt α α' t) (hg : HasDerivAt g g' t) (x : ℝ) :
    HasDerivAt (fun s => packet ħ q p α g s x)
      (I / ħ * (α' * ((x : ℂ) - q t) ^ 2 - 2 * α t * ((x : ℂ) - q t) * q'
        + p' * ((x : ℂ) - q t) - p t * q' + g') * packet ħ q p α g t x) t := by
  have hξ : HasDerivAt (fun s => (x : ℂ) - (q s : ℂ)) (-(q' : ℂ)) t :=
    hq.ofReal_comp.const_sub (x : ℂ)
  have hξ2 : HasDerivAt (fun s => ((x : ℂ) - (q s : ℂ)) ^ 2)
      (2 * ((x : ℂ) - q t) * (-(q' : ℂ))) t :=
    (hξ.fun_pow 2).congr_deriv (by norm_num)
  exact ((((hα.fun_mul hξ2).fun_add (hp.ofReal_comp.fun_mul hξ)).fun_add hg).const_mul
    (I / (ħ : ℂ))).cexp.congr_deriv (by simp only [packet]; ring)

/-- The first space derivative multiplies the packet by `(i/ħ)(2α(x-q) + p)`. -/
theorem packet_space (ħ : ℝ) (q p : ℝ → ℝ) (α g : ℝ → ℂ) (t x : ℝ) :
    HasDerivAt (packet ħ q p α g t)
      (I / ħ * (2 * α t * ((x : ℂ) - q t) + p t) * packet ħ q p α g t x) x := by
  have hξ : HasDerivAt (fun y : ℝ => (y : ℂ) - (q t : ℂ)) 1 x :=
    ((hasDerivAt_id x).ofReal_comp.sub_const (q t : ℂ)).congr_deriv (by simp)
  have hξ2 : HasDerivAt (fun y : ℝ => ((y : ℂ) - (q t : ℂ)) ^ 2)
      (2 * ((x : ℂ) - q t)) x :=
    (hξ.fun_pow 2).congr_deriv (by norm_num)
  exact ((((hξ2.const_mul (α t)).fun_add (hξ.const_mul (p t : ℂ))).add_const
    (g t)).const_mul (I / (ħ : ℂ))).cexp.congr_deriv (by simp only [packet]; ring)

/-- The second space derivative of the packet. -/
theorem packet_space_two (ħ : ℝ) (q p : ℝ → ℝ) (α g : ℝ → ℂ) (t x : ℝ) :
    HasDerivAt (fun y : ℝ =>
        I / ħ * (2 * α t * ((y : ℂ) - q t) + p t) * packet ħ q p α g t y)
      ((I / ħ * (2 * α t) + (I / ħ * (2 * α t * ((x : ℂ) - q t) + p t)) ^ 2)
        * packet ħ q p α g t x) x := by
  have hξ : HasDerivAt (fun y : ℝ => (y : ℂ) - (q t : ℂ)) 1 x :=
    ((hasDerivAt_id x).ofReal_comp.sub_const (q t : ℂ)).congr_deriv (by simp)
  exact ((((hξ.const_mul (2 * α t)).add_const (p t : ℂ)).const_mul (I / (ħ : ℂ))).fun_mul
    (packet_space ħ q p α g t x)).congr_deriv (by ring)

/-- For `ħ ≠ 0` and differentiable parameters, the Schrödinger equation for the packet is
a complex Hamilton–Jacobi equation with the quantum term `iħα/m`. -/
theorem schrodinger_iff_hamiltonJacobi {ħ m t q' p' : ℝ} {V : ℝ → ℝ → ℝ}
    {q p : ℝ → ℝ} {α g : ℝ → ℂ} {α' g' : ℂ} (hħ : ħ ≠ 0)
    (hq : HasDerivAt q q' t) (hp : HasDerivAt p p' t)
    (hα : HasDerivAt α α' t) (hg : HasDerivAt g g' t) (x : ℝ) :
    SchrodingerAt ħ m V (packet ħ q p α g) t x ↔
      (α' * ((x : ℂ) - q t) ^ 2 - 2 * α t * ((x : ℂ) - q t) * q'
        + p' * ((x : ℂ) - q t) - p t * q' + g')
      + (2 * α t * ((x : ℂ) - q t) + p t) ^ 2 / (2 * m) + V t x - I * ħ * α t / m = 0 := by
  have hψ : packet ħ q p α g t x ≠ 0 := Complex.exp_ne_zero _
  have hħC : (ħ : ℂ) ≠ 0 := by exact_mod_cast hħ
  have hj : (ħ : ℂ) * (I / ħ) = I := by field_simp
  -- the residual of the Schrödinger equation, for any action rate S and momentum P
  have key : ∀ S P ψ : ℂ, I * ħ * (I / ħ * S * ψ)
      - (-(ħ : ℂ) ^ 2 / (2 * m) * ((I / ħ * (2 * α t) + (I / ħ * P) ^ 2) * ψ) + V t x * ψ)
      = -(S + P ^ 2 / (2 * m) + V t x - I * ħ * α t / m) * ψ := by
    intro S P ψ
    generalize I / (ħ : ℂ) = j at hj ⊢
    linear_combination (I * S * ψ + ħ * α t / m * ψ + P ^ 2 / (2 * m) * (ħ * j + I) * ψ) * hj
      + (S + P ^ 2 / (2 * m)) * ψ * Complex.I_sq
  have k := key (α' * ((x : ℂ) - q t) ^ 2 - 2 * α t * ((x : ℂ) - q t) * q'
    + p' * ((x : ℂ) - q t) - p t * q' + g') (2 * α t * ((x : ℂ) - q t) + p t)
    (packet ħ q p α g t x)
  constructor
  · rintro ⟨ψt, ψx, ψxx, h1, h2, h3, h4⟩
    have e2 := funext fun y => (h2 y).unique (packet_space ħ q p α g t y)
    rw [e2] at h3
    rw [h1.unique (packet_time hq hp hα hg x),
      h3.unique (packet_space_two ħ q p α g t x)] at h4
    refine (mul_eq_zero.1 ?_).resolve_right hψ
    linear_combination k - h4
  · intro h
    refine ⟨_, _, _, packet_time hq hp hα hg x, packet_space ħ q p α g t,
      packet_space_two ħ q p α g t x, ?_⟩
    linear_combination k - packet ħ q p α g t x * h

/-- In a quadratic potential, with `ħ` and `m` nonzero, a Gaussian packet whose parameters
obey Heller's equations at time `t` satisfies the Schrödinger equation there at every `x`. -/
theorem heller_solves_schrodinger {ħ m t : ℝ} {a b c q p : ℝ → ℝ} {α g : ℝ → ℂ}
    (hħ : ħ ≠ 0) (hm : m ≠ 0)
    (h : HellerAt ħ m (quadraticPotential a b c) q p α g t) (x : ℝ) :
    SchrodingerAt ħ m (quadraticPotential a b c) (packet ħ q p α g) t x := by
  obtain ⟨⟨v, hv, hmv⟩, hp, hα, hg⟩ := h
  obtain ⟨d1, d2⟩ := quadraticPotential_derivs a b c t (q t)
  rw [d1] at hp
  rw [d2] at hα
  refine (schrodinger_iff_hamiltonJacobi hħ hv hp hα hg x).2 ?_
  have hv' : v = p t / m := by rw [← hmv]; field_simp
  rw [hv']
  -- every power of x - q cancels
  simp only [quadraticPotential]
  push_cast
  ring

/-- Conversely, in a quadratic potential, with `ħ`, `m` and `Im α(t)` nonzero and parameters
differentiable at `t`, a packet satisfying the Schrödinger equation at time `t` for all `x` obeys
Heller's equations at `t`. -/
theorem heller_of_schrodinger {ħ m t : ℝ} {a b c q p : ℝ → ℝ} {α g : ℝ → ℂ}
    (hħ : ħ ≠ 0) (hm : m ≠ 0) (him : (α t).im ≠ 0)
    (hq : DifferentiableAt ℝ q t) (hp : DifferentiableAt ℝ p t)
    (hα : DifferentiableAt ℝ α t) (hg : DifferentiableAt ℝ g t)
    (h : ∀ x, SchrodingerAt ħ m (quadraticPotential a b c) (packet ħ q p α g) t x) :
    HellerAt ħ m (quadraticPotential a b c) q p α g t := by
  obtain ⟨q', hq⟩ : ∃ q', HasDerivAt q q' t := ⟨_, hq.hasDerivAt⟩
  obtain ⟨p', hp⟩ : ∃ p', HasDerivAt p p' t := ⟨_, hp.hasDerivAt⟩
  obtain ⟨α', hα⟩ : ∃ α', HasDerivAt α α' t := ⟨_, hα.hasDerivAt⟩
  obtain ⟨g', hg⟩ : ∃ g', HasDerivAt g g' t := ⟨_, hg.hasDerivAt⟩
  obtain ⟨d1, d2⟩ := quadraticPotential_derivs a b c t (q t)
  -- three positions determine the three coefficients
  have E := fun x => (schrodinger_iff_hamiltonJacobi hħ hq hp hα hg x).1 (h x)
  have e0 := E (q t)
  have e1 := E (q t + 1)
  have e2 := E (q t - 1)
  simp only [quadraticPotential] at e0 e1 e2
  push_cast at e0 e1 e2
  have lin : α t * ((2 * (p t / m - q') : ℝ) : ℂ) + ((p' + b t + c t * q t : ℝ) : ℂ) = 0 := by
    push_cast
    linear_combination (e1 - e2) / 2
  -- the imaginary part fixes the velocity, the rest fixes the force
  have hi := congrArg Complex.im lin
  simp only [Complex.add_im, Complex.mul_im, Complex.ofReal_re, Complex.ofReal_im,
    mul_zero, zero_add, add_zero, Complex.zero_im] at hi
  have hr := (mul_eq_zero.1 hi).resolve_left him
  rw [hr, Complex.ofReal_zero, mul_zero, zero_add] at lin
  have hs : p' + b t + c t * q t = 0 := by exact_mod_cast lin
  have hv : q' = p t / m := by linarith
  have hvC : (q' : ℂ) = p t / m := by rw [hv, Complex.ofReal_div]
  refine ⟨⟨q', hq, by rw [hv]; field_simp⟩, hp.congr_deriv (by rw [d1]; linarith),
    hα.congr_deriv ?_, hg.congr_deriv ?_⟩
  · rw [d2]
    linear_combination (e1 + e2) / 2 - e0
  · simp only [quadraticPotential]
    push_cast
    linear_combination e0 + p t * hvC

/-- In the harmonic well `mω²x²/2` with `m ≠ 0`, the packet with constant `α = imω/2` and
centre `q₀ cos ωt` obeys Heller's equations, with the momentum and phase displayed. -/
theorem heller_witness (ħ ω q₀ t : ℝ) {m : ℝ} (hm : m ≠ 0) :
    HellerAt ħ m (quadraticPotential (fun _ => 0) (fun _ => 0) (fun _ => m * ω ^ 2))
      (fun s => q₀ * Real.cos (ω * s)) (fun s => -(m * ω * q₀ * Real.sin (ω * s)))
      (fun _ => I * m * ω / 2)
      (fun s => ((-(m * ω * q₀ ^ 2 / 2 * (Real.sin (ω * s) * Real.cos (ω * s)))
        - ħ * ω / 2 * s : ℝ) : ℂ)) t := by
  have hl : HasDerivAt (fun s : ℝ => ω * s) ω t :=
    ((hasDerivAt_id t).const_mul ω).congr_deriv (mul_one ω)
  have hmC : (m : ℂ) ≠ 0 := by exact_mod_cast hm
  have hm1 : (m : ℂ) ^ 2 / m = m := by field_simp
  have hm2 : (m : ℂ) / m = 1 := div_self hmC
  refine ⟨⟨_, hl.cos.const_mul q₀, by ring⟩,
    (hl.sin.const_mul (m * ω * q₀)).fun_neg.congr_deriv ?_,
    (hasDerivAt_const t _).congr_deriv ?_,
    (((hl.sin.fun_mul hl.cos).const_mul (m * ω * q₀ ^ 2 / 2)).fun_neg.fun_sub
      ((hasDerivAt_id t).const_mul (ħ * ω / 2))).ofReal_comp.congr_deriv ?_⟩
  · rw [(quadraticPotential_derivs _ _ _ t _).1]
    ring
  · rw [(quadraticPotential_derivs _ _ _ t _).2]
    push_cast
    linear_combination (ω ^ 2 / 2 * I ^ 2) * hm1 + (m * ω ^ 2 / 2) * Complex.I_sq
  · simp only [quadraticPotential]
    push_cast
    linear_combination (-(ω ^ 2 * q₀ ^ 2 * Complex.sin (ω * t) ^ 2 / 2)) * hm1
      - (ħ * ω / 2 * I ^ 2) * hm2 - (ħ * ω / 2) * Complex.I_sq

end

end HellerWavePacket
```

```lean
#print axioms HellerWavePacket.heller_solves_schrodinger
#print axioms HellerWavePacket.heller_of_schrodinger
```

```
'HellerWavePacket.heller_solves_schrodinger' depends on axioms: [propext, Classical.choice, Quot.sound]
'HellerWavePacket.heller_of_schrodinger' depends on axioms: [propext, Classical.choice, Quot.sound]
```

## From the derivatives to the coefficients in Lean

`quadraticPotential_derivs` computes $V_x=b+cx$ and $V_{xx}=c$. The lemmas `packet_time`, `packet_space` and `packet_space_two` are the three derivatives of $\psi$ above, obtained from the chain and product rules.

`schrodinger_iff_hamiltonJacobi` performs the division by $\psi$. Its inner identity `key` states that the two sides of the Schrödinger equation differ by $-\big(S+\frac{P^2}{2m}+V-\frac{i\hbar\alpha}m\big)\psi$; the only facts it needs are $\hbar\cdot(i/\hbar)=i$ and $i^2=-1$. From left to right, uniqueness of derivatives identifies whatever derivatives `SchrodingerAt` supplies with the computed ones, and the nonzero factor $\psi$ is cancelled. From right to left, the computed derivatives are supplied directly.

For `heller_solves_schrodinger`, the proof puts Heller's rates into the Hamilton–Jacobi equation, rewrites the velocity as $p/m$, and lets `ring` confirm that every power of $\xi$ cancels.

For the converse, call the left side of the Hamilton–Jacobi equation $F(\xi)=A\xi^2+B\xi+C$. The proof evaluates it at $x=q$, $q+1$ and $q-1$, which gives `e0`, `e1` and `e2`, and recovers the coefficients as

$$C=F(0),\qquad B=\tfrac12\big(F(1)-F(-1)\big),\qquad A=\tfrac12\big(F(1)+F(-1)\big)-F(0).$$

The equation $B=0$ is `lin`. Its imaginary part, `hi`, together with $\operatorname{Im}\alpha\neq0$ yields the velocity law, and the remainder of `lin` yields the force law. Then $A=0$ gives the equation for $\alpha$, and $C=0$ with the velocity law gives the one for $g$.

`heller_witness` differentiates the displayed functions and compares them with the four equations. The constant width works because $-2\alpha^2/m=m\omega^2/2$ cancels $-V_{xx}/2$, and the term $i\hbar\alpha/m=-\hbar\omega/2$ supplies the zero-point phase.
